# Grounding any lead of a conductance matrix with zero row and column sums gives the same determinant

Take a conductor with leads 0 and 1 whose currents are $I_0 = V_0 - V_1$ and $I_1 = 0$. With lead 1 grounded, the remaining equation $I_0 = V_0$ fixes the voltage. With lead 0 grounded, it reads $I_1 = 0\cdot V_1$ and fixes nothing. Whether the voltages can be found from the currents then depends on which lead is called ground.

The fault lies in the model, which lets current enter at lead 0 and leave nowhere. Let $G$ be the conductance matrix, so that $I_i = \sum_j G_{ij} V_j$. Two sum rules are expected of it:

- $\sum_j G_{ij} = 0$ for every $i$: equal voltages on all leads drive no current.
- $\sum_i G_{ij} = 0$ for every $j$: the currents add up to zero for any voltages.

If both hold, the determinant left after deleting the row and column of one lead is the same for every lead. For a coherent, non-interacting conductor, both follow from the unitarity of the scattering matrix. In a multi-terminal transport simulation of such a conductor, the choice of ground therefore can't decide whether the reduced equations have a unique solution.

## Matrices over a commutative ring

The algebra uses no division, so the entries of a matrix $A$ may lie in any commutative ring $R$: real numbers, integers or polynomials in unknown conductances. The leads are labelled by a finite type `m`.

In Lean 4 with Mathlib:

```lean
import Mathlib

open Matrix

namespace GroundedLead

variable {m R : Type*} [Fintype m] [DecidableEq m] [CommRing R]
```

## Zero row sums make the determinant vanish

The adjugate satisfies $\operatorname{adj}(A)\,A = \det(A)\,1$. Adding up row $i$ of both sides gives

$$\det A = \sum_j \sum_k \operatorname{adj}(A)_{ik} A_{kj} = \sum_k \operatorname{adj}(A)_{ik} \sum_j A_{kj} = 0 .$$

```lean
/-- A conductance matrix with at least one lead and all row sums zero has determinant zero. -/
theorem det_eq_zero_of_row_sums (A : Matrix m m R) (h : ∀ i, ∑ j, A i j = 0) (i : m) :
    A.det = 0 := by
  -- sum the `i`-th row of `adj A * A = det A • 1`
  calc A.det = ∑ j, (A.det • (1 : Matrix m m R)) i j := by simp [Matrix.one_apply]
    _ = ∑ j, ∑ k, A.adjugate i k * A k j := by
        rw [← Matrix.adjugate_mul]
        simp only [Matrix.mul_apply]
    _ = 0 := by
        rw [Finset.sum_comm]
        simp [← Finset.mul_sum, h]
```

The argument `i : m` supplies the row to be summed and so guarantees at least one lead. `Finset.sum_comm` exchanges the two sums, and the hypothesis `h` removes the inner one.

## Zero row sums make each column of the adjugate constant

Let $e_i$ be the row vector with 1 in place $i$ and 0 elsewhere, and write $A[j \to v]$ for $A$ with row $j$ replaced by $v$. An adjugate entry is such a determinant, $\operatorname{adj}(A)_{ij} = \det A[j \to e_i]$. Since the determinant is linear in row $j$,

$$\operatorname{adj}(A)_{ij} - \operatorname{adj}(A)_{kj} = \det A[j \to e_i - e_k].$$

The new row sums to $1 - 1 = 0$, or is zero if $i = k$, and the other rows are those of $A$. All row sums of the new matrix vanish, so its determinant is zero by the previous step.

```lean
/-- If all row sums vanish, the entries within each column of the adjugate are equal. -/
theorem adjugate_column_const (A : Matrix m m R) (h : ∀ i, ∑ j, A i j = 0) (i k j : m) :
    A.adjugate i j = A.adjugate k j := by
  -- replacing a row by a difference of unit vectors keeps all row sums zero
  have hzero : (A.updateRow j (Pi.single i 1 - Pi.single k 1)).det = 0 := by
    refine det_eq_zero_of_row_sums _ (fun r => ?_) i
    by_cases hr : r = j
    · subst hr
      simp [Matrix.updateRow_self, Finset.sum_sub_distrib, Pi.single_apply]
    · simpa [Matrix.updateRow_ne hr] using h r
  have hsplit : (A.updateRow j (Pi.single i 1)).det =
      (A.updateRow j (Pi.single i 1 - Pi.single k 1)).det +
        (A.updateRow j (Pi.single k 1)).det := by
    rw [← Matrix.det_updateRow_add, sub_add_cancel]
  rw [Matrix.adjugate_apply, Matrix.adjugate_apply, hsplit, hzero, zero_add]
```

Here `hzero` is the vanishing determinant, with the replaced row and the untouched rows treated as separate cases, and `hsplit` is the linearity.

### A closer look at `updateRow`

Textbooks usually define an adjugate entry as a signed minor, the determinant of a smaller matrix. Comparing two minors then means comparing matrices with different columns missing, and keeping track of signs. Mathlib's `Matrix.adjugate_apply` instead expresses the entry through `A.updateRow j (Pi.single i 1)`, which has the same size as `A` and carries no sign. Two entries in one column of the adjugate then differ only in the contents of a single row, which is the situation that `Matrix.det_updateRow_add` describes. The proof reads that lemma from right to left: it merges the rows $e_i - e_k$ and $e_k$ into $(e_i - e_k) + e_k$, and `sub_add_cancel` reduces this to $e_i$. No ordering of the leads is needed, so the argument works for any finite set of labels.

## Both sum rules make the whole adjugate constant

The column sums of $A$ are the row sums of $A^{\mathsf T}$, and $\operatorname{adj}(A^{\mathsf T}) = \operatorname{adj}(A)^{\mathsf T}$. The previous step applied to $A^{\mathsf T}$ therefore makes each row of the adjugate constant. Moving first within a column and then within a row,

$$\operatorname{adj}(A)_{ij} = \operatorname{adj}(A)_{kj} = \operatorname{adj}(A)_{kl}.$$

```lean
/-- If all row sums and all column sums of a square matrix vanish, all entries of its
adjugate are equal. -/
theorem adjugate_const (A : Matrix m m R) (hrow : ∀ i, ∑ j, A i j = 0)
    (hcol : ∀ j, ∑ i, A i j = 0) (i j k l : m) :
    A.adjugate i j = A.adjugate k l := by
  have ht := adjugate_column_const Aᵀ (fun r => hcol r) j l k
  rw [← Matrix.adjugate_transpose] at ht
  exact (adjugate_column_const A hrow i k j).trans ht
```

## A constant nonzero adjugate implies both sum rules

Suppose that every entry of $\operatorname{adj}(A)$ equals $d \neq 0$, and that there are at least two leads. For $i \neq j$, the $(i,j)$ entry of $A\,\operatorname{adj}(A) = \det(A)\,1$ reads

$$\Big(\sum_k A_{ik}\Big) d = 0 .$$

In an integral domain the row sum must then vanish. The product in the other order, $\operatorname{adj}(A)\,A$, gives the column sums.

```lean
/-- Converse, over an integral domain and for at least two leads: if all entries of the adjugate
equal one nonzero number, then all row sums and all column sums vanish. -/
theorem sums_zero_of_adjugate_const [IsDomain R] [Nontrivial m] (A : Matrix m m R) (d : R)
    (hd : d ≠ 0) (h : ∀ i j, A.adjugate i j = d) :
    (∀ i, ∑ j, A i j = 0) ∧ ∀ j, ∑ i, A i j = 0 := by
  constructor
  · intro i
    obtain ⟨j, hj⟩ := exists_ne i
    -- an off-diagonal entry of `A * adj A = det A • 1`
    have e := congrFun (congrFun (Matrix.mul_adjugate A) i) j
    rw [Matrix.mul_apply] at e
    simp only [h, ← Finset.sum_mul, Matrix.smul_apply, Matrix.one_apply_ne hj.symm,
      smul_zero] at e
    exact (mul_eq_zero.mp e).resolve_right hd
  · intro j
    obtain ⟨i, hi⟩ := exists_ne j
    have e := congrFun (congrFun (Matrix.adjugate_mul A) i) j
    rw [Matrix.mul_apply] at e
    simp only [h, ← Finset.mul_sum, Matrix.smul_apply, Matrix.one_apply_ne hi,
      smul_zero] at e
    exact (mul_eq_zero.mp e).resolve_left hd
```

`Nontrivial m` states that there are at least two leads, and `exists_ne` picks the second one. With a single lead the converse fails: the $1\times 1$ matrix $(1)$ has adjugate $(1)$, but its row sum is 1.

## Grounding a lead gives a diagonal adjugate entry

From here on there are $n+1$ leads, numbered from 0 to $n$. Grounding lead $k$ sets $V_k = 0$, which removes column $k$. The equation for $I_k$ is dropped as well, which removes row $k$.

```lean
/-- The conductance matrix with lead `k` grounded: row and column `k` are deleted. -/
def groundLead {n : ℕ} (G : Matrix (Fin (n + 1)) (Fin (n + 1)) R) (k : Fin (n + 1)) :
    Matrix (Fin n) (Fin n) R :=
  G.submatrix k.succAbove k.succAbove
```

The map `k.succAbove` lists the numbers from 0 to $n$ in order, leaving out $k$. The determinant of the smaller matrix is the signed minor for position $(k,k)$, with sign $(-1)^{k+k} = 1$:

$$\det G^{(k)} = \operatorname{adj}(G)_{kk},$$

where $G^{(k)}$ stands for `groundLead G k`.

```lean
/-- The determinant with lead `k` grounded is the `k`-th diagonal entry of the adjugate. -/
theorem det_groundLead {n : ℕ} (G : Matrix (Fin (n + 1)) (Fin (n + 1)) R) (k : Fin (n + 1)) :
    (groundLead G k).det = G.adjugate k k := by
  have hs : (-1 : R) ^ ((k : ℕ) + (k : ℕ)) = 1 := Even.neg_one_pow ⟨_, rfl⟩
  rw [Matrix.adjugate_fin_succ_eq_det_submatrix, hs, one_mul, groundLead]
```

## The grounded determinant is the same for every lead

With both sum rules, all entries of the adjugate agree, and in particular the diagonal ones:

$$\det G^{(k)} = \operatorname{adj}(G)_{kk} = \operatorname{adj}(G)_{ll} = \det G^{(l)} .$$

```lean
/-- Independence of the grounded lead: if all row sums and all column sums of the conductance
matrix vanish, grounding lead `k` or lead `l` gives the same determinant. -/
theorem det_groundLead_eq {n : ℕ} (G : Matrix (Fin (n + 1)) (Fin (n + 1)) R)
    (hrow : ∀ i, ∑ j, G i j = 0) (hcol : ∀ j, ∑ i, G i j = 0) (k l : Fin (n + 1)) :
    (groundLead G k).det = (groundLead G l).det := by
  rw [det_groundLead, det_groundLead]
  exact adjugate_const G hrow hcol k k l l
```

The hypotheses `hrow` and `hcol` are the two sum rules. Symmetry of $G$ is not assumed, so a conductor in a magnetic field is allowed. For a single lead, $n = 0$, the grounded matrix is empty and its determinant is 1.

The off-diagonal entries of the adjugate give the other minors. Deleting row $i$ and column $j$ leaves a determinant $M_{ij}$ with $\operatorname{adj}(G)_{ji} = (-1)^{i+j} M_{ij}$. Since this entry equals $\det G^{(k)}$ and the sign squares to 1,

$$M_{ij} = (-1)^{i+j} \det G^{(k)} .$$

```lean
/-- If all row and column sums vanish, deleting the row of lead `i` and the column of lead `j`
gives the grounded determinant up to the sign `(-1)^(i+j)`. -/
theorem det_delete_row_column {n : ℕ} (G : Matrix (Fin (n + 1)) (Fin (n + 1)) R)
    (hrow : ∀ i, ∑ j, G i j = 0) (hcol : ∀ j, ∑ i, G i j = 0) (i j k : Fin (n + 1)) :
    (G.submatrix i.succAbove j.succAbove).det =
      (-1) ^ ((i : ℕ) + (j : ℕ)) * (groundLead G k).det := by
  have hs : (-1 : R) ^ (((i : ℕ) + (j : ℕ)) + ((i : ℕ) + (j : ℕ))) = 1 :=
    Even.neg_one_pow ⟨_, rfl⟩
  rw [det_groundLead, adjugate_const G hrow hcol k k j i,
    Matrix.adjugate_fin_succ_eq_det_submatrix, ← mul_assoc, ← pow_add, hs, one_mul]
```

## Row sums alone do not suffice

The conductor from the beginning has the matrix with rows $(1,-1)$ and $(0,0)$. Its row sums vanish, but its column sums are $1$ and $-1$. Grounding lead 0 leaves the determinant 0, and grounding lead 1 leaves 1.

```lean
/-- Zero row sums alone do not suffice: for the two-lead matrix with rows `(1, -1)` and `(0, 0)`
the two grounded determinants differ. -/
theorem row_sums_not_enough :
    (∀ i, ∑ j, (!![1, -1; 0, 0] : Matrix (Fin 2) (Fin 2) ℤ) i j = 0) ∧
      (groundLead (!![1, -1; 0, 0] : Matrix (Fin 2) (Fin 2) ℤ) 0).det ≠
        (groundLead (!![1, -1; 0, 0] : Matrix (Fin 2) (Fin 2) ℤ) 1).det := by
  constructor
  · intro i
    fin_cases i <;> simp [Fin.sum_univ_two]
  · rw [det_groundLead, det_groundLead]
    change (!![1, -1; 0, 0] : Matrix (Fin 2) (Fin 2) ℤ).adjugate 0 0 ≠
      (!![1, -1; 0, 0] : Matrix (Fin 2) (Fin 2) ℤ).adjugate 1 1
    rw [Matrix.adjugate_fin_two_of]
    simp
```

The two grounded determinants are read off as diagonal entries of the $2\times 2$ adjugate.

## Channels, transmission and conductance

In a coherent conductor each lead carries a number of propagating channels. The scattering matrix $S$ is indexed by channels, and $|S_{ab}|^2$ is the probability that a carrier entering in channel $b$ leaves in channel $a$. The function `lead` assigns each channel to its lead. The number of channels in lead $i$ is

$$N_i = \sum_{a \in i} 1 .$$

```lean
variable {c : Type*} [Fintype c] {n : ℕ}

/-- The number of channels in lead `i`, where `lead a` is the lead that carries channel `a`. -/
def channels (lead : c → Fin (n + 1)) (i : Fin (n + 1)) : ℝ :=
  ∑ a, if lead a = i then 1 else 0
```

The transmission from lead $j$ to lead $i$ is

$$T_{ij} = \sum_{a \in i} \sum_{b \in j} |S_{ab}|^2 .$$

```lean
/-- The transmission from lead `j` to lead `i`: the sum of `|S a b|²` over the channels `a` of
lead `i` and `b` of lead `j`. -/
def transmission (lead : c → Fin (n + 1)) (S : Matrix c c ℂ) (i j : Fin (n + 1)) : ℝ :=
  ∑ a, ∑ b, if lead a = i ∧ lead b = j then Complex.normSq (S a b) else 0
```

The name `transmission` also covers $i = j$, where textbooks speak of the reflection $R_{ii}$. The second index is the lead of origin. In units of $e^2/h$, the conductance matrix is

$$G_{ij} = N_i\,\delta_{ij} - T_{ij} .$$

```lean
/-- The Landauer-Büttiker conductance matrix in units of `e²/h`: the channel numbers on the
diagonal minus the transmissions. -/
def conductance (lead : c → Fin (n + 1)) (S : Matrix c c ℂ) :
    Matrix (Fin (n + 1)) (Fin (n + 1)) ℝ :=
  Matrix.of fun i j => (if i = j then channels lead i else 0) - transmission lead S i j
```

The unit $e^2/h$ is the conductance of one perfectly transmitting channel, with the two spin directions counted as separate channels. That the currents measured in a device at low temperature and small bias are given by this matrix is the Landauer-Büttiker formula, which enters here as a definition.

## Normalised rows of S give the first sum rule

If $\sum_b |S_{ab}|^2 = 1$ for every channel $a$, summing over all leads of origin counts every channel $b$ once:

$$\sum_j T_{ij} = \sum_{a \in i} \sum_b |S_{ab}|^2 = \sum_{a \in i} 1 = N_i .$$

```lean
/-- If every row of `S` is normalised, the transmissions into lead `i` from all leads add up to
its number of channels. -/
theorem sum_transmission (lead : c → Fin (n + 1)) (S : Matrix c c ℂ)
    (h : ∀ a, ∑ b, Complex.normSq (S a b) = 1) (i : Fin (n + 1)) :
    ∑ j, transmission lead S i j = channels lead i := by
  unfold transmission channels
  rw [Finset.sum_comm]
  refine Finset.sum_congr rfl fun a _ => ?_
  rw [Finset.sum_comm]
  by_cases ha : lead a = i <;> simp [ha, h a]
```

The proof brings the sum over $a$ to the outside and compares the two sides channel by channel. A channel outside lead $i$ contributes zero to both.

## Unitarity makes the grounded determinant independent of the lead

The diagonal entries of $S S^\dagger = 1$ say that the rows of $S$ are normalised, so $\sum_j G_{ij} = N_i - N_i = 0$. Those of $S^\dagger S = 1$ say the same of the columns, which are the rows of $S^{\mathsf T}$. Exchanging the two leads transposes the scattering matrix, $T_{ij}(S) = T_{ji}(S^{\mathsf T})$, and therefore

$$\sum_i G_{ij} = N_j - \sum_i T_{ji}(S^{\mathsf T}) = N_j - N_j = 0 .$$

Both sum rules hold, and the general result applies to $G$.

```lean
/-- For a unitary scattering matrix, with any number of channels per lead, the determinant of the
Landauer-Büttiker conductance matrix with one lead grounded is the same for every lead. -/
theorem det_conductance_eq [DecidableEq c] (lead : c → Fin (n + 1)) (S : Matrix c c ℂ)
    (hS : S ∈ Matrix.unitaryGroup c ℂ) (k l : Fin (n + 1)) :
    (groundLead (conductance lead S) k).det = (groundLead (conductance lead S) l).det := by
  -- unitarity normalises the rows and the columns of `S`
  have hr : ∀ a, ∑ b, Complex.normSq (S a b) = 1 := by
    intro a
    have e := congrFun (congrFun (Matrix.mem_unitaryGroup_iff.mp hS) a) a
    rw [Matrix.mul_apply, Matrix.one_apply_eq] at e
    simp only [Matrix.star_apply, Complex.star_def, Complex.mul_conj] at e
    exact_mod_cast e
  have hc : ∀ b, ∑ a, Complex.normSq (Sᵀ b a) = 1 := by
    intro b
    have e := congrFun (congrFun (Matrix.mem_unitaryGroup_iff'.mp hS) b) b
    rw [Matrix.mul_apply, Matrix.one_apply_eq] at e
    simp only [Matrix.star_apply, Complex.star_def, ← Complex.normSq_eq_conj_mul_self] at e
    simp only [Matrix.transpose_apply]
    exact_mod_cast e
  -- exchanging the two leads transposes `S`
  have ht : ∀ i j, transmission lead S i j = transmission lead Sᵀ j i := by
    intro i j
    unfold transmission
    rw [Finset.sum_comm]
    refine Finset.sum_congr rfl fun b _ => Finset.sum_congr rfl fun a _ => ?_
    exact if_congr and_comm rfl rfl
  refine det_groundLead_eq _ (fun i => ?_) (fun j => ?_) k l
  · simp only [conductance, Matrix.of_apply, Finset.sum_sub_distrib, Finset.sum_ite_eq,
      Finset.mem_univ, if_true]
    rw [sum_transmission lead S hr, sub_self]
  · simp only [conductance, Matrix.of_apply, Finset.sum_sub_distrib, Finset.sum_ite_eq',
      Finset.mem_univ, if_true]
    rw [Finset.sum_congr rfl (fun i _ => ht i j), sum_transmission lead Sᵀ hc, sub_self]

end GroundedLead
```

In the proof, `hr` and `hc` are the two normalisations and `ht` is the exchange of leads. The call to `det_groundLead_eq` leaves the two sum rules as goals, and `sum_transmission` settles each of them, once for $S$ and once for $S^{\mathsf T}$.

The hypothesis `hS` stands for conservation of probability among the propagating channels. A model with absorption, or with a voltage probe left out of $S$, does not satisfy it. The theorem says that the grounded determinants are equal, and this includes the case where they are all zero, as for two leads with no transmission between them.

```lean
#print axioms GroundedLead.det_groundLead_eq
#print axioms GroundedLead.det_delete_row_column
#print axioms GroundedLead.row_sums_not_enough
#print axioms GroundedLead.det_conductance_eq
```

```
'GroundedLead.det_groundLead_eq' depends on axioms: [propext, Classical.choice, Quot.sound]
'GroundedLead.det_delete_row_column' depends on axioms: [propext, Classical.choice, Quot.sound]
'GroundedLead.row_sums_not_enough' depends on axioms: [propext, Classical.choice, Quot.sound]
'GroundedLead.det_conductance_eq' depends on axioms: [propext, Classical.choice, Quot.sound]
```
